# For n spinless modes, two u(n) generators contracted over the inner index give one generator times a function of N

Take a single mode with creator a†, annihilator a and number operator N = a†a. Applying N twice removes and restores a particle two times. To simplify the product, reorder the inner pair with a a† = 1 + ε a†a, where ε = −1 for fermions and ε = +1 for bosons:

N² = a†(a a†)a = N + ε a†N a.

Since a lowers the particle number by one, N a = a(N − 1), and therefore

N² = N(1 + ε(N − 1)).

For bosons this is an identity. For fermions it says N² = 2N − N², so the occupation is 0 or 1. The same two moves, reordering the inner pair and shifting N, handle any number of modes.

## Many modes by hand

Let n modes obey

a_p a†_q = δ_pq + ε a†_q a_p,  a_p a_q = ε a_q a_p,

and put E_pq = a†_p a_q and N = Σ_p E_pp. The problem is to find the sum over q of E_pq E_qr, in which a particle goes from r to p through every possible intermediate mode q.

First, N is moved past an annihilator. For each q,

a†_q a_q a_r = ε a†_q a_r a_q = a_r a†_q a_q − δ_rq a_q,

and summing over q gives N a_r = a_r N − a_r = a_r(N − 1). Next, the inner pair is reordered:

E_pq E_qr = a†_p(a_q a†_q)a_r = E_pr + ε a†_p(a†_q a_q)a_r.

Summing over q yields n E_pr + ε a†_p N a_r, so

Σ_q E_pq E_qr = E_pr(n + ε(N − 1)).

The factor is n + 1 − N for fermions and n − 1 + N for bosons. For m fermions it counts the intermediate modes that are empty once the particle has left r, namely n − (m − 1).

If N is pulled past a_r without the shift, the factor comes out as n + εN. One occupied fermion mode exposes the error: the left side is 1 and the right side is 0.

Write X = n + ε(N − 1). If (E^(k+1))_qr = E_qr X^k, then

(E^(k+2))_pr = Σ_q E_pq E_qr X^k = E_pr X^(k+1),

so every positive power of the generator matrix is known. The trace of the cube is the cubic Casimir operator N X². Setting r = p in the contraction and summing gives the quadratic one, N X, a short consequence that is not stated as a separate theorem below.

For a state of m electrons, all in a set of n orthonormal spin orbitals, the fermion formula gives a sum rule: the expectation values of E_pq E_qr, summed over q, equal n + 1 − m times that of E_pr. Each spin orbital counts as one mode here. Generators already summed over spin are not single products a†_p a_q, and their contraction does not follow this rule.

## Modes as elements of a ring

The operators live in an arbitrary ring `A`, and modes are numbered from 0 by `Fin n`.

In Lean 4 with Mathlib:

```lean
import Mathlib

open Matrix

namespace UnitaryGenerators

noncomputable section

variable {A : Type*} [Ring A] {n : ℕ}
```

The letter `c` stands for a†. The two fields of `IsModes` are the exchange relations above, with `ε •` denoting an integer multiple. The structure allows any integer ε, but only ±1 have the physical meaning given here. The relation between two creators is not needed.

```lean
/-- Exchange relations of `n` modes with creators `c` and annihilators `a`:
`ε = -1` for fermions and `ε = 1` for bosons. -/
structure IsModes (ε : ℤ) (c a : Fin n → A) : Prop where
  mixed : ∀ p q, a p * c q = (if p = q then 1 else 0) + ε • (c q * a p)
  exchange : ∀ p q, a p * a q = ε • (a q * a p)
```

Nothing requires `c p` to be the adjoint of `a p`. Identifying the ring elements with adjoint pairs on Fock space is the step from this algebra to physical particles.

The generators form a matrix with operator entries, and `number` is the sum of its diagonal.

```lean
/-- The matrix of generators `E_pq = c_p a_q`, whose entries are operators. -/
def gen (c a : Fin n → A) : Matrix (Fin n) (Fin n) A := fun p q => c p * a q

/-- The particle number operator `N = ∑ E_pp`. -/
def number (c a : Fin n → A) : A := ∑ p, gen c a p p
```

## Moving N and contracting

In the next proof, `key` is the identity for one mode q: exchange the annihilators, then apply the mixed relation to a_r a†_q. Only q = r leaves an extra term, and the sum over q gives the shift.

```lean
/-- An annihilator lowers the particle number by one: `N a_r = a_r N - a_r`. -/
theorem number_mul_annihilator {ε : ℤ} {c a : Fin n → A} (h : IsModes ε c a) (r : Fin n) :
    number c a * a r = a r * number c a - a r := by
  -- each mode contributes only when it is the mode `r`
  have key : ∀ q, c q * a q * a r = a r * (c q * a q) - (if r = q then a q else 0) := by
    intro q
    rw [mul_assoc, h.exchange q r, ← mul_assoc (a r), h.mixed r q, add_mul, ite_mul,
      one_mul, zero_mul, mul_smul_comm, smul_mul_assoc, mul_assoc (c q), add_sub_cancel_left]
  simp only [number, gen, Finset.sum_mul, Finset.mul_sum]
  rw [Finset.sum_congr rfl (fun q _ => key q), Finset.sum_sub_distrib]
  simp
```

The contraction holds for every p and r, with the factor on the right of E_pr. In it, `(n : A)` is n times the unit operator. The lemma `step` reorders the inner pair; the `calc` chain then sums over q and uses the previous theorem to bring N to the right.

```lean
/-- Contraction of two generators over the inner index, for both statistics:
`∑_q E_pq E_qr = E_pr (n + ε (N - 1))`. -/
theorem contraction {ε : ℤ} {c a : Fin n → A} (h : IsModes ε c a) (p r : Fin n) :
    ∑ q, gen c a p q * gen c a q r
      = gen c a p r * ((n : A) + ε • (number c a - 1)) := by
  -- reorder the inner pair `a_q c_q`
  have step : ∀ q, c p * a q * (c q * a r)
      = c p * a r + ε • (c p * (c q * a q * a r)) := by
    intro q
    calc c p * a q * (c q * a r) = c p * (a q * c q) * a r := by simp only [mul_assoc]
      _ = c p * a r + ε • (c p * (c q * a q * a r)) := by
        rw [h.mixed q q, if_pos rfl, mul_add, add_mul, mul_one, mul_smul_comm,
          smul_mul_assoc]
        simp only [mul_assoc]
  calc ∑ q, gen c a p q * gen c a q r
      = ∑ q, (c p * a r + ε • (c p * (c q * a q * a r))) :=
        Finset.sum_congr rfl (fun q _ => step q)
    _ = n • (c p * a r) + ε • (c p * (number c a * a r)) := by
        simp only [number, gen, Finset.sum_add_distrib, Finset.sum_const, Finset.card_univ,
          Fintype.card_fin, Finset.sum_mul, Finset.mul_sum, Finset.smul_sum]
    _ = gen c a p r * ((n : A) + ε • (number c a - 1)) := by
        -- move the number operator to the right of `a_r`
        rw [number_mul_annihilator h]
        simp only [gen, nsmul_eq_mul', mul_add, mul_sub, mul_smul_comm, mul_one, smul_sub,
          mul_assoc]
```

Substituting the two signs gives the familiar forms.

```lean
/-- For fermions, `∑_q E_pq E_qr = E_pr (n + 1 - N)`. -/
theorem contraction_fermion {c a : Fin n → A} (h : IsModes (-1) c a) (p r : Fin n) :
    ∑ q, gen c a p q * gen c a q r = gen c a p r * ((n : A) + 1 - number c a) := by
  have e : (n : A) + (-1 : ℤ) • (number c a - 1) = (n : A) + 1 - number c a := by
    rw [neg_smul, one_smul]
    abel
  rw [contraction h, e]

/-- For bosons, `∑_q E_pq E_qr = E_pr (n - 1 + N)`. -/
theorem contraction_boson {c a : Fin n → A} (h : IsModes 1 c a) (p r : Fin n) :
    ∑ q, gen c a p q * gen c a q r = gen c a p r * ((n : A) - 1 + number c a) := by
  have e : (n : A) + (1 : ℤ) • (number c a - 1) = (n : A) - 1 + number c a := by
    rw [one_smul]
    abel
  rw [contraction h, e]
```

## Powers, the cubic Casimir and fixed particle number

The induction on k splits one generator off on the left, as in the derivation by hand. The powers of X stay on the right throughout, so no commutation of X with the generators is required.

```lean
/-- Every positive power of the generator matrix is the matrix itself times a function of
the particle number: `(E^(k+1))_pr = E_pr (n + ε (N - 1))^k`. -/
theorem gen_pow {ε : ℤ} {c a : Fin n → A} (h : IsModes ε c a) (k : ℕ) (p r : Fin n) :
    (gen c a ^ (k + 1)) p r
      = gen c a p r * ((n : A) + ε • (number c a - 1)) ^ k := by
  induction k generalizing p r with
  | zero => simp
  | succ k ih =>
    -- split off one factor on the left and contract
    rw [pow_succ', Matrix.mul_apply]
    simp only [ih]
    simp only [← mul_assoc]
    rw [← Finset.sum_mul, contraction h, mul_assoc, ← pow_succ']
```

Taking k = 2 and summing the diagonal entries gives the cubic Casimir.

```lean
/-- The cubic Casimir operator is a function of the particle number:
`∑_pqr E_pq E_qr E_rp = N (n + ε (N - 1))²`, written as the trace of the cubed matrix. -/
theorem cubic_casimir {ε : ℤ} {c a : Fin n → A} (h : IsModes ε c a) :
    Matrix.trace (gen c a ^ 3)
      = number c a * ((n : A) + ε • (number c a - 1)) ^ 2 := by
  have e : ∀ p, (gen c a ^ 3) p p
      = gen c a p p * ((n : A) + ε • (number c a - 1)) ^ 2 := fun p => gen_pow h 2 p p
  exact (Finset.sum_congr rfl fun p _ => e p).trans (Finset.sum_mul _ _ _).symm
```

States are elements of a module `V` on which the ring acts. The hypothesis `hψ` says that ψ has definite particle number m, that is, Nψ = mψ. The proof first evaluates X on ψ, which turns the operator factor into an integer, and then takes that integer past E_pr.

```lean
/-- On a state `ψ` with particle number `m`, the contracted product of two generators acts
as the single generator `E_pr` times the number `n + ε (m - 1)`. -/
theorem contraction_on_state {V : Type*} [AddCommGroup V] [Module A V] {ε : ℤ}
    {c a : Fin n → A} (h : IsModes ε c a) (m : ℤ) (ψ : V)
    (hψ : number c a • ψ = m • ψ) (p r : Fin n) :
    (∑ q, gen c a p q * gen c a q r) • ψ
      = ((n : ℤ) + ε * (m - 1)) • (gen c a p r • ψ) := by
  have hX : ((n : A) + ε • (number c a - 1)) • ψ = ((n : ℤ) + ε * (m - 1)) • ψ := by
    simp only [add_smul, smul_assoc, sub_smul, hψ, one_smul, mul_smul,
      Nat.cast_smul_eq_nsmul]
  rw [contraction h, mul_smul, hX]
  exact smul_comm _ _ _
```

## Two fermion modes and n boson modes

Explicit operators show that the relations can be satisfied for both statistics. For two fermion modes, the matrices act on the four occupation states, with mode 0 written first. The entry −1 in the second matrix supplies the sign needed for anticommutation.

```lean
/-- Annihilators of two fermionic modes as matrices in the occupation basis
`|00⟩, |01⟩, |10⟩, |11⟩`. -/
def fermiA : Fin 2 → Matrix (Fin 4) (Fin 4) ℂ :=
  ![!![0, 0, 1, 0; 0, 0, 0, 1; 0, 0, 0, 0; 0, 0, 0, 0],
    !![0, 1, 0, 0; 0, 0, 0, 0; 0, 0, 0, -1; 0, 0, 0, 0]]
```

Here the creators are the conjugate transposes, and the relations are checked entry by entry.

```lean
/-- The two-mode matrices and their adjoints satisfy the fermionic relations. -/
theorem fermion_witness : IsModes (-1) (fun p => (fermiA p)ᴴ) fermiA := by
  refine ⟨fun p q => ?_, fun p q => ?_⟩ <;> fin_cases p <;> fin_cases q <;>
    ext i j <;> fin_cases i <;> fin_cases j <;>
    simp [fermiA, Matrix.mul_apply, Fin.sum_univ_succ]
```

For bosons, creation is multiplication by a variable x_p and annihilation is the derivative ∂/∂x_p, both acting on polynomials. The monomials are unnormalised: the product of x_p^(m_p) corresponds to √(Π_p m_p!) times the normalised state with occupations m_p.

The mixed relation is the product rule. For the exchange relation, the commutator of two partial derivatives is itself a derivation; it vanishes on every variable and hence on every polynomial.

```lean
/-- On polynomials in `n` variables, multiplication by the variables and the partial
derivatives satisfy the bosonic relations. -/
theorem boson_witness (n : ℕ) :
    IsModes (A := Module.End ℂ (MvPolynomial (Fin n) ℂ)) 1
      (fun p => LinearMap.mulLeft ℂ (MvPolynomial.X p))
      (fun p => (MvPolynomial.pderiv p).toLinearMap) := by
  refine ⟨fun p q => LinearMap.ext fun f => ?_, fun p q => LinearMap.ext fun f => ?_⟩
  · -- the product rule
    rw [one_smul]
    by_cases hpq : p = q
    · subst hpq
      simp [Module.End.mul_apply, Derivation.leibniz, add_comm]
    · simp [Module.End.mul_apply, Derivation.leibniz, hpq,
        MvPolynomial.pderiv_X_of_ne (Ne.symm hpq)]
  · -- the commutator of two partial derivatives is a derivation that kills the variables
    have hD : ⁅MvPolynomial.pderiv (R := ℂ) p, MvPolynomial.pderiv (R := ℂ) q⁆ = 0 := by
      apply MvPolynomial.derivation_ext
      intro i
      rw [Derivation.commutator_apply]
      simp only [MvPolynomial.pderiv_X, Pi.single_apply]
      split_ifs <;> simp
    have hf := congrArg (fun D => D f) hD
    simp only [Derivation.commutator_apply, Derivation.zero_apply] at hf
    rw [one_smul]
    exact sub_eq_zero.mp hf

end

end UnitaryGenerators
```

```lean
#print axioms UnitaryGenerators.contraction
#print axioms UnitaryGenerators.contraction_boson
#print axioms UnitaryGenerators.cubic_casimir
#print axioms UnitaryGenerators.contraction_on_state
```

```
'UnitaryGenerators.contraction' depends on axioms: [propext, Classical.choice, Quot.sound]
'UnitaryGenerators.contraction_boson' depends on axioms: [propext, Classical.choice, Quot.sound]
'UnitaryGenerators.cubic_casimir' depends on axioms: [propext, Classical.choice, Quot.sound]
'UnitaryGenerators.contraction_on_state' depends on axioms: [propext, Classical.choice, Quot.sound]
```
